# A V1 zero mode of N spin-polarised fermions with degree at most 3(N−1) in each coordinate is a multiple of the Laughlin polynomial

When I diagonalise the V1 pseudopotential Hamiltonian for N spin-polarised fermions in the lowest Landau level, I keep the orbitals 0, 1, …, 3(N−1), find one vector at zero energy, and label it the Laughlin state without computing an overlap. That label rests on a uniqueness claim. If a polynomial P in the particle coordinates is divisible by (z_i − z_j)³ for every pair, and no coordinate appears with a power above 3(N−1), then P should be a constant times the product of all the (z_i − z_j)³. I would like to see this proved rigorously and checked by machine, preferably starting from the V1 condition itself. How does the argument go?

## Pair zeros use up the whole degree

The argument works for any exponent m, with m = 3 as the case you need. Number the particles 0, …, N−1 and write

L = ∏_{i<j} (z_i − z_j)^m.

**A zero at coincidence is a factor.** Let σ_ij replace z_i by z_j. In any polynomial p, each power of z_i changes by

z_i^a − z_j^a = (z_i − z_j)(z_i^(a−1) + z_i^(a−2) z_j + … + z_j^(a−1)) for a ≥ 1,

and the constant term in z_i does not change. So p − σ_ij(p) is a multiple of z_i − z_j, and z_i − z_j divides p exactly when σ_ij(p) = 0. It follows that z_i − z_j is prime: if it divides a product fg, then σ_ij(f) σ_ij(g) = 0, so one of the two factors vanishes.

**The pair factors multiply.** Suppose the product D of the factors (z_a − z_b)^m over some of the pairs already divides P, so that P = DQ. Take a new pair i < j. Under σ_ij no factor of D vanishes, because only the pair (i, j) itself is sent to zero. Hence z_i − z_j does not divide D. Since (z_i − z_j)^m divides DQ and z_i − z_j is prime, all m powers must divide Q. Adding the pairs one at a time gives P = LQ.

**The degrees leave no room.** The coordinate z_k occurs in N−1 pairs, and each of these factors has degree one in z_k. Degrees of nonzero polynomials add under multiplication, so deg_k L = m(N−1). If Q ≠ 0, then

deg_k P = m(N−1) + deg_k Q ≤ m(N−1),

which makes deg_k Q = 0 for every k. Thus Q is a constant. If Q = 0, the constant is zero.

**Antisymmetry turns a double zero into a triple one.** The V1 term penalises pairs with relative angular momentum 1, so a zero mode has no first-order term in z_i − z_j. Antisymmetry already removes the zeroth-order term, which leaves P = (z_i − z_j)² S. Exchanging i and j changes the sign of P but not of the square, so S is odd. At z_i = z_j the exchange has no effect, hence S = −S there and S vanishes. A third factor z_i − z_j comes out, and the argument above applies with m = 3.

## What the theorems say about the wavefunction

`Wave N` is the type of complex polynomials in N variables. It holds the polynomial part of a planar lowest-Landau-level wavefunction, without the Gaussian and without normalisation. The variable `X i` is z_i, `laughlin N m` is L, and `degreeOf k P` is the highest power of z_k in P, which is the highest orbital that particle k occupies.

`laughlin_unique` is an equivalence: the pair zeros of order m together with the degree bound hold exactly when P = `C c * laughlin N m` for some complex c. It needs no assumption N ≥ 2; for zero or one particle there are no pairs, L is 1, and P is a constant. The value c = 0 is allowed, since the zero polynomial meets both conditions.

`degree_lower_bound` supplies the word "densest": a nonzero P with these zeros has degree at least m(N−1) in every coordinate, so it does not fit into the orbitals 0, …, K for any K < m(N−1).

`IsV1ZeroMode` asks that P be odd under every exchange and that (z_i − z_j)² divide it. This is the algebraic form of zero energy for a repulsive V1 interaction; the Hamiltonian is not constructed, and the link to its energy is physical input. `densest_V1_zero_mode` then says that every such P within the degree bound is a multiple of `laughlin N 3`. The result concerns this model interaction at finite N, and says nothing about the Coulomb ground state or an excitation gap.

```lean
import Mathlib

open MvPolynomial

namespace LaughlinUniqueness

noncomputable section

/-- Polynomial parts of lowest-Landau-level wavefunctions of `N` particles in the plane. -/
abbrev Wave (N : ℕ) := MvPolynomial (Fin N) ℂ

/-- The pairs of particles, each counted once. -/
def pairs (N : ℕ) : Finset (Fin N × Fin N) :=
  Finset.univ.filter (fun q => q.1 < q.2)

/-- The Laughlin polynomial: the product of `(z_i - z_j)^m` over all pairs. -/
def laughlin (N m : ℕ) : Wave N :=
  ∏ q ∈ pairs N, (X q.1 - X q.2) ^ m

/-- The substitution `z_i = z_j`, which brings particle `i` onto particle `j`. -/
def merge {N : ℕ} (i j : Fin N) : Wave N →ₐ[ℂ] Wave N :=
  aeval (fun k => if k = i then X j else X k)

/-- A fermionic zero mode of the `V1` pseudopotential: the polynomial is odd under every exchange
and has no term of first order in any pair separation. -/
def IsV1ZeroMode {N : ℕ} (P : Wave N) : Prop :=
  ∀ i j : Fin N, i < j →
    rename (Equiv.swap i j) P = -P ∧ (X i - X j) ^ 2 ∣ P

lemma merge_X {N : ℕ} (i j k : Fin N) :
    merge i j (X k) = if k = i then X j else X k := by
  simp only [merge, aeval_X]

/-- A wavefunction vanishes when particles `i` and `j` coincide exactly when it contains the
factor `z_i - z_j`. -/
theorem dvd_iff_merge {N : ℕ} (i j : Fin N) (p : Wave N) :
    (X i - X j) ∣ p ↔ merge i j p = 0 := by
  constructor
  · rintro ⟨q, rfl⟩
    simp [merge_X]
  · intro h
    -- a polynomial differs from its merged version by a multiple of `z_i - z_j`
    have key : ∀ p : Wave N, (X i - X j) ∣ p - merge i j p := by
      intro p
      induction p using MvPolynomial.induction_on with
      | C a => simp [merge, MvPolynomial.algebraMap_eq]
      | add p q hp hq =>
        have e : p + q - merge i j (p + q)
            = (p - merge i j p) + (q - merge i j q) := by
          rw [map_add]; ring
        rw [e]
        exact dvd_add hp hq
      | mul_X p k hp =>
        have hk : (X i - X j : Wave N) ∣ X k - merge i j (X k) := by
          rw [merge_X]
          by_cases hki : k = i
          · rw [if_pos hki, hki]
          · rw [if_neg hki, sub_self]
            exact dvd_zero _
        have e : p * X k - merge i j (p * X k)
            = (p - merge i j p) * X k + merge i j p * (X k - merge i j (X k)) := by
          rw [map_mul]; ring
        rw [e]
        exact dvd_add (hp.mul_right _) (hk.mul_left _)
    have h1 := key p
    rwa [h, sub_zero] at h1

lemma sub_X_ne_zero {N : ℕ} {i j : Fin N} (h : i ≠ j) : (X i - X j : Wave N) ≠ 0 :=
  sub_ne_zero.mpr (fun e => h (X_injective e))

lemma prime_sub {N : ℕ} {i j : Fin N} (h : i ≠ j) : Prime (X i - X j : Wave N) := by
  refine ⟨sub_X_ne_zero h, fun hu => ?_, fun a b hab => ?_⟩
  · have h1 := hu.map (merge i j)
    rw [(dvd_iff_merge i j _).mp dvd_rfl] at h1
    exact not_isUnit_zero h1
  · rw [dvd_iff_merge, map_mul, mul_eq_zero] at hab
    rwa [dvd_iff_merge, dvd_iff_merge]

lemma merge_pair_ne_zero {N : ℕ} {i j a b : Fin N} (hij : i < j) (hab : a < b)
    (hne : ¬(a = i ∧ b = j)) : merge i j (X a - X b) ≠ 0 := by
  rw [map_sub, merge_X, merge_X, sub_ne_zero]
  split_ifs with h1 h2 h2 <;> intro h <;> replace h := X_injective h <;>
    simp only [Fin.ext_iff, Fin.lt_def] at * <;> omega

/-- A wavefunction with a zero of order `m` at every pair coincidence contains the whole
Laughlin polynomial as a factor. -/
theorem laughlin_dvd {N m : ℕ} {P : Wave N}
    (h : ∀ i j : Fin N, i < j → (X i - X j) ^ m ∣ P) : laughlin N m ∣ P := by
  have key : ∀ s : Finset (Fin N × Fin N), s ⊆ pairs N →
      (∏ q ∈ s, (X q.1 - X q.2 : Wave N) ^ m) ∣ P := by
    intro s
    induction s using Finset.induction_on with
    | empty => intro _; simp
    | insert a s ha ih =>
      intro hs
      obtain ⟨Q, hQ⟩ := ih (fun x hx => hs (Finset.mem_insert_of_mem hx))
      have hlt : a.1 < a.2 := (Finset.mem_filter.mp (hs (Finset.mem_insert_self a s))).2
      -- the new pair factor does not divide the product of the earlier ones
      have hnd : ¬ (X a.1 - X a.2 : Wave N) ∣ ∏ q ∈ s, (X q.1 - X q.2 : Wave N) ^ m := by
        rw [dvd_iff_merge, map_prod, Finset.prod_eq_zero_iff]
        rintro ⟨q, hq, h0⟩
        rw [map_pow] at h0
        have hq' := (Finset.mem_filter.mp (hs (Finset.mem_insert_of_mem hq))).2
        refine pow_ne_zero m (merge_pair_ne_zero hlt hq' ?_) h0
        rintro ⟨e1, e2⟩
        exact ha (Prod.ext e1 e2 ▸ hq)
      have h1 := h _ _ hlt
      rw [hQ] at h1
      obtain ⟨R, hR⟩ := (prime_sub hlt.ne).pow_dvd_of_dvd_mul_left m hnd h1
      rw [Finset.prod_insert ha]
      exact ⟨R, by rw [hQ, hR]; ring⟩
  exact key _ (Finset.Subset.refl _)

lemma degreeOf_pair {N : ℕ} (k : Fin N) {a b : Fin N} (hab : a ≠ b) :
    degreeOf k (X a - X b : Wave N) = (if k = a then 1 else 0) + (if k = b then 1 else 0) := by
  apply le_antisymm
  · refine (degreeOf_sub_le k _ _).trans ?_
    rw [degreeOf_X, degreeOf_X]
    split_ifs <;> simp
  · have low : (Finsupp.single k 1) ∈ (X a - X b : Wave N).support →
        1 ≤ degreeOf k (X a - X b : Wave N) := fun hs => by
      simpa using monomial_le_degreeOf k hs
    by_cases ha : k = a
    · have hb : k ≠ b := fun e => hab (ha.symm.trans e)
      rw [if_pos ha, if_neg hb]
      apply low
      rw [mem_support_iff, coeff_sub, coeff_X, coeff_X]
      simp [Finsupp.single_left_inj, ha.symm, hb.symm]
    · by_cases hb : k = b
      · rw [if_neg ha, if_pos hb]
        apply low
        rw [mem_support_iff, coeff_sub, coeff_X, coeff_X]
        simp [Finsupp.single_left_inj, Ne.symm ha, hb.symm]
      · simp [ha, hb]

lemma laughlin_ne_zero (N m : ℕ) : laughlin N m ≠ 0 :=
  Finset.prod_ne_zero_iff.mpr fun _ hq =>
    pow_ne_zero m (sub_X_ne_zero (Finset.mem_filter.mp hq).2.ne)

/-- In the Laughlin polynomial each particle coordinate has degree exactly `m (N - 1)`. -/
theorem degreeOf_laughlin {N : ℕ} (m : ℕ) (k : Fin N) :
    degreeOf k (laughlin N m) = m * (N - 1) := by
  have h1 : ∑ q ∈ pairs N, (if k = q.1 then 1 else 0) = N - 1 - (k : ℕ) := by
    rw [pairs, Finset.sum_filter, Fintype.sum_prod_type, Finset.sum_eq_single k]
    · rw [← Fin.card_Ioi k, ← Finset.filter_lt_eq_Ioi, Finset.card_filter]
      simp
    · intro a _ ha
      simp [Ne.symm ha]
    · simp
  have h2 : ∑ q ∈ pairs N, (if k = q.2 then 1 else 0) = (k : ℕ) := by
    rw [pairs, Finset.sum_filter, Fintype.sum_prod_type_right, Finset.sum_eq_single k]
    · conv_rhs => rw [← Fin.card_Iio k, ← Finset.filter_gt_eq_Iio, Finset.card_filter]
      simp
    · intro a _ ha
      simp [Ne.symm ha]
    · simp
  have hne : ∀ q ∈ pairs N, q.1 ≠ q.2 := fun q hq => (Finset.mem_filter.mp hq).2.ne
  rw [laughlin, degreeOf_prod_eq _ _ (fun q hq => pow_ne_zero m (sub_X_ne_zero (hne q hq)))]
  have h3 : ∀ q ∈ pairs N, degreeOf k ((X q.1 - X q.2 : Wave N) ^ m)
      = m * ((if k = q.1 then 1 else 0) + (if k = q.2 then 1 else 0)) := fun q hq => by
    rw [degreeOf_pow_eq _ _ _ (sub_X_ne_zero (hne q hq)), degreeOf_pair k (hne q hq)]
  rw [Finset.sum_congr rfl h3, ← Finset.mul_sum, Finset.sum_add_distrib, h1, h2]
  have hk := k.isLt
  congr 1
  omega

/-- A nonzero wavefunction with zeros of order `m` at all pair coincidences has degree at least
`m (N - 1)` in every particle coordinate. -/
theorem degree_lower_bound {N m : ℕ} {P : Wave N} (hP : P ≠ 0)
    (h : ∀ i j : Fin N, i < j → (X i - X j) ^ m ∣ P) (k : Fin N) :
    m * (N - 1) ≤ degreeOf k P := by
  obtain ⟨Q, rfl⟩ := laughlin_dvd h
  rw [degreeOf_mul_eq (laughlin_ne_zero N m) (right_ne_zero_of_mul hP), degreeOf_laughlin]
  exact Nat.le_add_right _ _

lemma pair_dvd_laughlin {N : ℕ} (m : ℕ) {i j : Fin N} (hij : i < j) :
    (X i - X j : Wave N) ^ m ∣ laughlin N m := by
  have hq : (i, j) ∈ pairs N := Finset.mem_filter.mpr ⟨Finset.mem_univ _, hij⟩
  rw [laughlin, ← Finset.mul_prod_erase _ _ hq]
  dsimp only
  exact dvd_mul_right _ _

/-- A wavefunction has zeros of order `m` at all pair coincidences and degree at most `m (N - 1)`
in each coordinate exactly when it is a constant multiple of the Laughlin polynomial. -/
theorem laughlin_unique {N m : ℕ} (P : Wave N) :
    ((∀ i j : Fin N, i < j → (X i - X j) ^ m ∣ P) ∧ ∀ k, degreeOf k P ≤ m * (N - 1)) ↔
      ∃ c : ℂ, P = C c * laughlin N m := by
  constructor
  · rintro ⟨h, hdeg⟩
    obtain ⟨Q, rfl⟩ := laughlin_dvd h
    by_cases hQ : Q = 0
    · exact ⟨0, by simp [hQ]⟩
    -- the Laughlin factor uses up the whole degree, so the quotient is constant
    have hQ0 : ∀ k, degreeOf k Q = 0 := fun k => by
      have h1 := hdeg k
      rw [degreeOf_mul_eq (laughlin_ne_zero N m) hQ, degreeOf_laughlin] at h1
      omega
    have hC : Q = C (coeff 0 Q) := by
      ext s
      rw [coeff_C]
      split_ifs with hs
      · rw [hs]
      · by_contra hc
        apply hs
        ext k
        have h1 := monomial_le_degreeOf k (mem_support_iff.mpr hc)
        rw [hQ0 k] at h1
        simpa using (Nat.le_zero.mp h1).symm
    exact ⟨coeff 0 Q, by rw [← hC, mul_comm]⟩
  · rintro ⟨c, rfl⟩
    refine ⟨fun i j hij => ?_, fun k => ?_⟩
    · exact (pair_dvd_laughlin m hij).mul_left (C c)
    · exact (degreeOf_C_mul_le _ _ _).trans (degreeOf_laughlin m k).le

/-- If a wavefunction is odd under exchange of two particles and has a double zero where they
meet, then the zero is at least triple. -/
theorem triple_zero_of_odd {N : ℕ} {i j : Fin N} (hij : i ≠ j) {P : Wave N}
    (hodd : rename (Equiv.swap i j) P = -P) (h : (X i - X j) ^ 2 ∣ P) :
    (X i - X j) ^ 3 ∣ P := by
  obtain ⟨S, rfl⟩ := h
  -- the cofactor is itself odd under the exchange
  have hS : rename (Equiv.swap i j) S = -S := by
    simp only [map_mul, map_pow, map_sub, rename_X, Equiv.swap_apply_left,
      Equiv.swap_apply_right] at hodd
    apply mul_left_cancel₀ (pow_ne_zero 2 (sub_X_ne_zero hij))
    linear_combination hodd
  -- merging the two particles cannot distinguish the exchanged configuration
  have hm : merge i j (rename (Equiv.swap i j) S) = merge i j S := by
    have hf : (fun k => if k = i then (X j : Wave N) else X k) ∘ (Equiv.swap i j)
        = fun k => if k = i then (X j : Wave N) else X k := by
      funext k
      by_cases hi : k = i
      · simp [hi]
      · by_cases hj : k = j
        · simp [hj]
        · simp [Equiv.swap_apply_of_ne_of_ne hi hj]
    rw [merge, aeval_rename, hf]
  rw [hS, map_neg] at hm
  have h2 : (2 : Wave N) * merge i j S = 0 := by linear_combination -hm
  obtain ⟨R, hR⟩ := (dvd_iff_merge i j S).mpr ((mul_eq_zero.mp h2).resolve_left two_ne_zero)
  exact ⟨R, by rw [hR]; ring⟩

/-- A fermionic `V1` zero mode of degree at most `3 (N - 1)` in each coordinate is a constant
multiple of the Laughlin polynomial with exponent three. -/
theorem densest_V1_zero_mode {N : ℕ} {P : Wave N} (hP : IsV1ZeroMode P)
    (hdeg : ∀ k, degreeOf k P ≤ 3 * (N - 1)) : ∃ c : ℂ, P = C c * laughlin N 3 :=
  (laughlin_unique P).mp
    ⟨fun i j hij => triple_zero_of_odd hij.ne (hP i j hij).1 (hP i j hij).2, hdeg⟩

end

end LaughlinUniqueness
```

```lean
#print axioms LaughlinUniqueness.degree_lower_bound
#print axioms LaughlinUniqueness.densest_V1_zero_mode
```

```
'LaughlinUniqueness.degree_lower_bound' depends on axioms: [propext, Classical.choice, Quot.sound]
'LaughlinUniqueness.densest_V1_zero_mode' depends on axioms: [propext, Classical.choice, Quot.sound]
```

## How the Lean proof follows the algebra

`merge i j` is σ_ij, defined as an algebra homomorphism, and `merge_X` gives its action on a coordinate. `dvd_iff_merge` is the factor criterion. Where the derivation by hand factors z_i^a − z_j^a, the Lean proof uses induction on the polynomial: constants, sums, and multiplication by one more variable. `prime_sub` reads off primality, using `sub_X_ne_zero` and the fact that a product of polynomials is zero only if a factor is.

`merge_pair_ne_zero` shows that σ_ij keeps every other pair factor nonzero. It splits into cases according to which indices equal i, turns an equality of variables into one of indices, and leaves to `omega` the contradiction with i < j, a < b and the assumption that (a, b) is not the pair (i, j). `laughlin_dvd` is the induction over pairs, with `pow_dvd_of_dvd_mul_left` moving the full power (z_i − z_j)^m from DQ to Q.

For the degrees, `degreeOf_pair` finds that z_a − z_b has degree one in each of its own two variables and zero in the others. `laughlin_ne_zero` allows degrees to be added. `degreeOf_laughlin` counts the pairs containing k in two groups: N−1−k where k comes first and k where it comes second.

In `laughlin_unique`, the forward direction writes P = LQ, obtains degree zero for Q in each variable, and concludes that only the constant coefficient of Q survives. The reverse direction uses `pair_dvd_laughlin` for the zeros and `degreeOf_laughlin` for the bound.

`triple_zero_of_odd` follows the antisymmetry step. It cancels the square to get `hS`, the oddness of S, and proves in `hm` that merging gives the same result before and after the exchange. Together these yield 2σ_ij(S) = 0, and `dvd_iff_merge` returns the third factor. `densest_V1_zero_mode` feeds this into `laughlin_unique`.

## The null vector in an exact diagonalisation

In a disk calculation the bound means keeping 3N−2 orbitals. One builds the V1 matrix in the Slater determinants of these orbitals and looks for its null space. Because the interaction is non-negative, cutting off the orbitals creates no spurious zero-energy vectors. The cube of the Vandermonde product is itself odd, so the null space has dimension one, and its vector lies in the sector of total angular momentum 3N(N−1)/2.

To compare that vector with the expanded polynomial, the coefficients must be converted to normalised orbitals. With lengths in units of the magnetic length, the norm of z^l with its Gaussian is proportional to √(2^l l!). For N = 2,

(z_0 − z_1)³ = (z_0³ − z_1³) − 3(z_0² z_1 − z_0 z_1²).

The determinants for orbitals (3, 0) and (2, 1) have coefficients 1 and −3. Within this sector the powers of 2 are common, so the amplitudes are in the ratio √(3! 0!) : −3√(2! 1!) = 1 : −√3. After normalisation they are 1/2 and −√3/2, up to an overall phase, and a two-particle run with four orbitals should return these numbers.
